# A change of variable that gives $1/t^2$ constant Monte Carlo weight on $[a,b]$ for $0<a<b$

Q: To integrate a tree-level electron–muon cross section by Monte Carlo, I draw $u$ uniformly in $[0,1]$ and convert it to a squared momentum transfer $t$, with the points crowded towards small $t$. What does that gain over drawing $t$ uniformly, and does your formal version describe the same step?

A: It describes the step for the photon propagator alone. The squared amplitude contains $f(t)=1/t^2$, where $t>0$ is the absolute value of the Mandelstam variable. The lower limit $a$ stands for a cut on small scattering angles, and $b$ is the upper limit. My $u$ is a random number, not the Mandelstam $u$.

```lean
import Mathlib

open Set

namespace PropagatorSampling

noncomputable section

/-- The squared massless propagator `1/t²` as a function of the absolute value `t > 0` of the
squared four-momentum transfer. -/
def invSq (t : ℝ) : ℝ := 1 / t ^ 2
```

Q: Which quantities measure the cost of uniform sampling?

A: There are three, all built from the flat mean $\frac{1}{b-a}\int_a^b g\,dt$: the second moment over the squared mean, the variance over the squared mean, and the hit-or-miss efficiency. The last is the mean divided by the largest weight, which is the acceptance rate when $t$ is kept with probability $f(t)/f_{\max}$. In Lean they are integrals and a true supremum (`sSup`), with no random variables.

```lean
/-- The mean of `g` under flat sampling of the interval from `a` to `b`, for `a ≠ b` and `g`
integrable there. -/
def flatMean (g : ℝ → ℝ) (a b : ℝ) : ℝ := (∫ t in a..b, g t) / (b - a)

/-- Second moment over squared mean under flat sampling, for `a ≠ b`, `g` and `g²` integrable
between `a` and `b`, and nonzero mean. -/
def secondMomentRatio (g : ℝ → ℝ) (a b : ℝ) : ℝ :=
  flatMean (fun t => g t ^ 2) a b / flatMean g a b ^ 2

/-- Variance over squared mean under flat sampling, for `a ≠ b`, `g` and `g²` integrable between `a`
and `b`, and nonzero mean. -/
def relativeVariance (g : ℝ → ℝ) (a b : ℝ) : ℝ :=
  flatMean (fun t => (g t - flatMean g a b) ^ 2) a b / flatMean g a b ^ 2

/-- Hit-or-miss efficiency: the flat mean over the maximal weight, for `a < b` and `g` nonnegative,
integrable and bounded on `[a, b]` with nonzero supremum. -/
def hitOrMissEfficiency (g : ℝ → ℝ) (a b : ℝ) : ℝ :=
  flatMean g a b / sSup (g '' Icc a b)
```

Q: And the mapped sampling?

A: The map is $t(u)=ab/(b-u(b-a))$, called `poleMap`. Each point carries the weight $f(t(u))\,t'(u)$, and `mappedWeight` takes $t'$ as the derivative of the map itself, not as a formula supplied separately.

```lean
/-- The sampling map `t(u) = ab / (b - u(b - a))`, for `b - u(b - a) ≠ 0`. -/
def poleMap (a b u : ℝ) : ℝ := a * b / (b - u * (b - a))

/-- The weight `f(t(u)) t'(u)` of a point `u` after the change of variables, where
`b - u(b - a)`, `a` and `b` are nonzero. -/
def mappedWeight (a b u : ℝ) : ℝ := invSq (poleMap a b u) * deriv (poleMap a b) u
```

Q: Show me the integrals.

A: The antiderivative of $1/t^2$ is $-1/t$, so
$$\int_a^b\frac{dt}{t^2}=\frac1a-\frac1b=\frac{b-a}{ab}.$$
Lean checks this derivative on $[a,b]$, gets integrability from continuity, and applies the fundamental theorem of calculus.

```lean
/-- For `0 < a < b` the integral of `1/t²` over `[a, b]` is `(b - a)/(ab)`. -/
theorem integral_invSq {a b : ℝ} (ha : 0 < a) (hab : a < b) :
    ∫ t in a..b, invSq t = (b - a) / (a * b) := by
  have hb : 0 < b := ha.trans hab
  have pos : ∀ x ∈ uIcc a b, x ≠ 0 := by
    intro x hx
    rw [uIcc_of_le hab.le] at hx
    exact (lt_of_lt_of_le ha hx.1).ne'
  have hc : ContinuousOn invSq (uIcc a b) :=
    continuousOn_const.div (continuous_pow 2).continuousOn
      (fun x hx => pow_ne_zero 2 (pos x hx))
  -- the antiderivative is `-1/t`
  have hd : ∀ x ∈ uIcc a b, HasDerivAt (fun y : ℝ => -y⁻¹) (invSq x) x := by
    intro x hx
    have h : HasDerivAt (fun y : ℝ => y⁻¹) (-(x ^ 2)⁻¹) x := hasDerivAt_inv (pos x hx)
    exact h.fun_neg.congr_deriv (by unfold invSq; ring)
  rw [intervalIntegral.integral_eq_sub_of_hasDerivAt hd hc.intervalIntegrable]
  field_simp
  ring
```

For any constant $m$, expand $(t^{-2}-m)^2=t^{-4}-2mt^{-2}+m^2$. An antiderivative is $-\frac{1}{3t^3}+\frac{2m}{t}+m^2t$, and its values at the endpoints give the next formula.

```lean
/-- For `0 < a < b`, the integral over `[a, b]` of the squared deviation of `1/t²` from
any constant `m`. -/
theorem integral_sq_deviation {a b : ℝ} (ha : 0 < a) (hab : a < b) (m : ℝ) :
    ∫ t in a..b, (invSq t - m) ^ 2 =
      (b ^ 3 - a ^ 3) / (3 * a ^ 3 * b ^ 3) - 2 * m * ((b - a) / (a * b))
        + m ^ 2 * (b - a) := by
  have hb : 0 < b := ha.trans hab
  have pos : ∀ x ∈ uIcc a b, x ≠ 0 := by
    intro x hx
    rw [uIcc_of_le hab.le] at hx
    exact (lt_of_lt_of_le ha hx.1).ne'
  have hc : ContinuousOn invSq (uIcc a b) :=
    continuousOn_const.div (continuous_pow 2).continuousOn
      (fun x hx => pow_ne_zero 2 (pos x hx))
  have hc2 : ContinuousOn (fun t => (invSq t - m) ^ 2) (uIcc a b) :=
    (hc.sub continuousOn_const).pow 2
  -- integrate the expanded square term by term
  have hd : ∀ x ∈ uIcc a b, HasDerivAt
      (fun y : ℝ => -((y⁻¹) ^ 3 / 3) + 2 * m * y⁻¹ + m ^ 2 * y) ((invSq x - m) ^ 2) x := by
    intro x hx
    have hx0 := pos x hx
    have h : HasDerivAt (fun y : ℝ => y⁻¹) (-(x ^ 2)⁻¹) x := hasDerivAt_inv hx0
    refine ((((h.fun_pow 3).div_const 3).fun_neg.fun_add (h.const_mul (2 * m))).fun_add
      ((hasDerivAt_id' x).const_mul (m ^ 2))).congr_deriv ?_
    norm_num [invSq]
    ring
  rw [intervalIntegral.integral_eq_sub_of_hasDerivAt hd hc2.intervalIntegrable]
  field_simp
  ring
```

Dividing the first integral by $b-a$ gives the mean $1/(ab)$.

```lean
/-- For `0 < a < b` the flat mean of `1/t²` on `[a, b]` is `1/(ab)`. -/
theorem flatMean_invSq {a b : ℝ} (ha : 0 < a) (hab : a < b) :
    flatMean invSq a b = 1 / (a * b) := by
  have h : b - a ≠ 0 := (sub_pos.2 hab).ne'
  rw [flatMean, integral_invSq ha hab, div_eq_iff h]
  ring
```

With $m=0$, the mean of $f^2$ is
$$\frac{b^3-a^3}{3a^3b^3(b-a)}=\frac{a^2+ab+b^2}{3a^3b^3}.$$
Dividing by the squared mean $1/(a^2b^2)$ gives the ratio $(a^2+ab+b^2)/(3ab)$. The relative variance is this ratio minus one, $(b-a)^2/(3ab)$; Lean obtains it directly by setting $m=1/(ab)$.

```lean
/-- For `0 < a < b` the relative variance of `1/t²` under flat sampling of `[a, b]` is
`(b - a)²/(3ab)`. -/
theorem relativeVariance_invSq {a b : ℝ} (ha : 0 < a) (hab : a < b) :
    relativeVariance invSq a b = (b - a) ^ 2 / (3 * a * b) := by
  have hb : 0 < b := ha.trans hab
  have h : b - a ≠ 0 := (sub_pos.2 hab).ne'
  rw [relativeVariance, flatMean_invSq ha hab, flatMean, integral_sq_deviation ha hab,
    div_eq_iff (by positivity), div_eq_iff h]
  field_simp
  ring
```

Q: Why is the mapped weight constant?

A: Write $D=b-u(b-a)=a+(1-u)(b-a)$, which is at least $a$ on $[0,1]$. Then $t=ab/D$ and $t'=ab(b-a)/D^2$, so
$$\frac{t'}{t^2}=\frac{D^2}{a^2b^2}\cdot\frac{ab(b-a)}{D^2}=\frac{b-a}{ab}.$$
In the proof, `hD` shows $D\neq0$, `hd` computes the derivative and `key` cancels $D^2$.

```lean
/-- For `0 < a < b` and `u` in `[0, 1]`, the mapped weight is `(b - a)/(ab)`,
whatever `u` is. -/
theorem mappedWeight_eq {a b u : ℝ} (ha : 0 < a) (hab : a < b) (hu : u ∈ Icc (0 : ℝ) 1) :
    mappedWeight a b u = (b - a) / (a * b) := by
  have hb : 0 < b := ha.trans hab
  -- the denominator of the map is positive
  have hD : b - u * (b - a) ≠ 0 := by
    have := mul_nonneg (sub_nonneg.2 hu.2) (sub_nonneg.2 hab.le)
    have : 0 < b - u * (b - a) := by nlinarith
    exact this.ne'
  have hd : HasDerivAt (poleMap a b) (a * b * (b - a) / (b - u * (b - a)) ^ 2) u :=
    ((hasDerivAt_const u (a * b)).fun_div
      (((hasDerivAt_id' u).mul_const (b - a)).const_sub b) hD).congr_deriv (by ring)
  have key : ∀ D : ℝ, D ≠ 0 →
      1 / (a * b / D) ^ 2 * (a * b * (b - a) / D ^ 2) = (b - a) / (a * b) := by
    intro D hD
    field_simp
  rw [mappedWeight, hd.deriv]
  exact key _ hD
```

The main theorem collects the comparison. Since $f$ is largest at $t=a$, the efficiency is $\frac{1/(ab)}{1/a^2}=a/b$; `hmax` proves that this maximum is attained. At $u=0$ and $u=1$ the map gives $a$ and $b$.

```lean
/-- For `0 < a < b` and the integrand `1/t²` on `[a, b]`, flat sampling has second moment
over squared mean `(a² + ab + b²)/(3ab)` and hit-or-miss efficiency `a/b`, whereas the
map `t(u)` runs from `a` to `b` and gives all `u` in `[0, 1]` the same weight. -/
theorem flat_versus_mapped {a b : ℝ} (ha : 0 < a) (hab : a < b) :
    secondMomentRatio invSq a b = (a ^ 2 + a * b + b ^ 2) / (3 * a * b) ∧
    hitOrMissEfficiency invSq a b = a / b ∧
    poleMap a b 0 = a ∧ poleMap a b 1 = b ∧
    ∀ u ∈ Icc (0 : ℝ) 1, mappedWeight a b u = (b - a) / (a * b) := by
  have hb : 0 < b := ha.trans hab
  have h : b - a ≠ 0 := (sub_pos.2 hab).ne'
  refine ⟨?_, ?_, ?_, ?_, fun u hu => mappedWeight_eq ha hab hu⟩
  · have h2 := integral_sq_deviation ha hab 0
    simp only [sub_zero] at h2
    rw [secondMomentRatio, flatMean_invSq ha hab, flatMean, h2,
      div_eq_iff (by positivity), div_eq_iff h]
    field_simp
    ring
  · -- the largest weight sits at the lower end `t = a`
    have hmax : IsGreatest (invSq '' Icc a b) (1 / a ^ 2) := by
      refine ⟨⟨a, ⟨le_rfl, hab.le⟩, rfl⟩, ?_⟩
      rintro _ ⟨x, hx, rfl⟩
      exact one_div_le_one_div_of_le (by positivity) (pow_le_pow_left₀ ha.le hx.1 2)
    rw [hitOrMissEfficiency, flatMean_invSq ha hab, hmax.csSup_eq]
    field_simp
  · rw [poleMap, zero_mul, sub_zero, mul_div_cancel_right₀ _ hb.ne']
  · rw [poleMap, one_mul, sub_sub_cancel, mul_div_cancel_left₀ _ ha.ne']
```

Q: Give me numbers.

A: Take $a=1$, $b=4$. The moment ratio is $21/12=7/4$, the relative variance $3/4$ and the efficiency $1/4$. At $u=1/2$ the map gives $t=4/2.5=1.6$ and $t'=12/6.25=1.92$, so the weight is $1.92/2.56=0.75$. The integral is $1-1/4=0.75$ as well.

Q: So a single point suffices?

A: For this integrand, yes. Averaging $N\ge1$ equal weights returns the integral, wherever in $[0,1]$ the points lie.

```lean
/-- For `0 < a < b`, the average mapped weight of any `N ≠ 0` points of `[0, 1]` equals
the integral of `1/t²` over `[a, b]` exactly. -/
theorem sample_average_exact {a b : ℝ} (ha : 0 < a) (hab : a < b) {N : ℕ} (hN : N ≠ 0)
    (u : Fin N → ℝ) (hu : ∀ i, u i ∈ Icc (0 : ℝ) 1) :
    (∑ i, mappedWeight a b (u i)) / N = ∫ t in a..b, invSq t := by
  have hN' : (N : ℝ) ≠ 0 := Nat.cast_ne_zero.2 hN
  rw [integral_invSq ha hab, Finset.sum_congr rfl fun i _ => mappedWeight_eq ha hab (hu i),
    Finset.sum_const, Finset.card_univ, Fintype.card_fin, nsmul_eq_mul,
    mul_div_cancel_left₀ _ hN']
```

Q: Could another map do the same?

A: Not among differentiable maps of $[0,1]$ into $[a,b]$ with $t(0)=a$ and $t(1)=b$. If $t'/t^2=c$, then $(1/t)'=-c$, so $1/t=1/a-cu$. The endpoint $u=1$ gives $c=1/a-1/b$, hence $1/t=(b-u(b-a))/(ab)$. Lean integrates the derivative of $1/t$ from $0$ to $u$. Its `HasDerivAt` asks for two-sided derivatives, even at the endpoints.

```lean
/-- Let `0 < a < b`. Let `t` be a real function that has a two-sided derivative at each point of
`[0, 1]` and maps `[0, 1]` into `[a, b]`, with `t(0) = a` and `t(1) = b`. If the weight
`t'(u)/t(u)²` is constant on `[0, 1]`, then `t(u) = ab / (b - u(b - a))` there. -/
theorem poleMap_unique {a b c : ℝ} (ha : 0 < a) (hab : a < b) {t t' : ℝ → ℝ}
    (hmaps : MapsTo t (Icc 0 1) (Icc a b)) (h0 : t 0 = a) (h1 : t 1 = b)
    (hd : ∀ u ∈ Icc (0 : ℝ) 1, HasDerivAt t (t' u) u)
    (hw : ∀ u ∈ Icc (0 : ℝ) 1, invSq (t u) * t' u = c) :
    ∀ u ∈ Icc (0 : ℝ) 1, t u = poleMap a b u := by
  have hb : 0 < b := ha.trans hab
  -- constant weight means that `1/t` is linear in `u`
  have key : ∀ u ∈ Icc (0 : ℝ) 1, (t u)⁻¹ = a⁻¹ - c * u := by
    intro u hu
    have hder : ∀ v ∈ uIcc 0 u, HasDerivAt (fun y => (t y)⁻¹) (-c) v := by
      intro v hv
      rw [uIcc_of_le hu.1] at hv
      have hv1 : v ∈ Icc (0 : ℝ) 1 := ⟨hv.1, hv.2.trans hu.2⟩
      have hne : t v ≠ 0 := (lt_of_lt_of_le ha (hmaps hv1).1).ne'
      have h : HasDerivAt (fun y => (t y)⁻¹) (-(t v ^ 2)⁻¹ * t' v) v :=
        (hasDerivAt_inv hne).comp v (hd v hv1)
      exact h.congr_deriv (by rw [← hw v hv1, invSq]; ring)
    have hi := intervalIntegral.integral_eq_sub_of_hasDerivAt hder
      (continuous_const.intervalIntegrable 0 u)
    rw [intervalIntegral.integral_const, smul_eq_mul, h0] at hi
    linarith
  intro u hu
  -- the upper endpoint fixes the constant
  have hc := key 1 ⟨zero_le_one, le_rfl⟩
  rw [h1] at hc
  have hinv : (t u)⁻¹ = (b - u * (b - a)) / (a * b) := by
    have hc' : c = a⁻¹ - b⁻¹ := by linarith
    rw [key u hu, hc']
    field_simp
  rw [← inv_inv (t u), hinv, inv_div, poleMap]

end

end PropagatorSampling
```

```lean
#print axioms PropagatorSampling.mappedWeight_eq
#print axioms PropagatorSampling.flat_versus_mapped
#print axioms PropagatorSampling.sample_average_exact
#print axioms PropagatorSampling.poleMap_unique
```

```
'PropagatorSampling.mappedWeight_eq' depends on axioms: [propext, Classical.choice, Quot.sound]
'PropagatorSampling.flat_versus_mapped' depends on axioms: [propext, Classical.choice, Quot.sound]
'PropagatorSampling.sample_average_exact' depends on axioms: [propext, Classical.choice, Quot.sound]
'PropagatorSampling.poleMap_unique' depends on axioms: [propext, Classical.choice, Quot.sound]
```

Q: Would $a<b$ with both limits nonzero be enough?

A: No. For $a=-1$, $b=1$ the formula $(b-a)/(ab)$ gives $-2$ for a positive integrand whose integral diverges at $t=0$, and the map blows up at $u=1/2$.

Q: Then what separates this from my cross section?

A: The numerator. Your squared amplitude multiplies $1/t^2$ by a function of $t$ from the spins and kinematics. The map removes the propagator's variation, and the weight then varies as that remaining factor does.
